# Vector projection and the vanishing case (a) Zeeman moment of $^2\Pi_{1/2}$

A $^2\Pi_{1/2}$ molecule carries both orbital and spin angular momentum along its axis, and the axis turns as the molecule rotates. How much magnetic moment is left along a weak applied field?

In Lean 4 with Mathlib:

```lean
import Mathlib

open Matrix

namespace MolecularZeemanProjection

noncomputable section

variable {ι : Type*} [Fintype ι] [DecidableEq ι]

/-- The components of `V` obey `[J_a, V_b] = i ε_abc V_c`, written cyclically in the
component index (0, 1, 2 stand for x, y, z). -/
structure IsVectorOperator (J V : Fin 3 → Matrix ι ι ℂ) : Prop where
  same : ∀ a, J a * V a - V a * J a = 0
  next : ∀ a, J a * V (a + 1) - V (a + 1) * J a = Complex.I • V (a + 2)
  prev : ∀ a, J (a + 1) * V a - V a * J (a + 1) = -(Complex.I • V (a + 2))

/-- The scalar product `J·V` of two triples of operators. -/
def scalarProd (J V : Fin 3 → Matrix ι ι ℂ) : Matrix ι ι ℂ := ∑ a, J a * V a

/-- For an angular momentum `J` and a vector operator `V`,
`[J²,[J²,V_a]] = 2(J²V_a + V_aJ²) - 4J_a(J·V)`. -/
theorem double_commutator {J V : Fin 3 → Matrix ι ι ℂ}
    (hJ : IsVectorOperator J J) (hV : IsVectorOperator J V) (a : Fin 3) :
    scalarProd J J * (scalarProd J J * V a - V a * scalarProd J J)
      - (scalarProd J J * V a - V a * scalarProd J J) * scalarProd J J
    = 2 * (scalarProd J J * V a + V a * scalarProd J J) - 4 * (J a * scalarProd J V) := by
  have cyc : ∀ (b : Fin 3) (f : Fin 3 → Matrix ι ι ℂ),
      ∑ c, f c = f b + f (b + 1) + f (b + 2) := by
    intro b f
    fin_cases b <;> simp [Fin.sum_univ_three] <;> abel
  have e1 : ∀ b : Fin 3, b + 1 + 1 = b + 2 := by decide
  have e2 : ∀ b : Fin 3, b + 1 + 2 = b := by decide
  have e3 : ∀ b : Fin 3, b + 2 + 1 = b := by decide
  have e4 : ∀ b : Fin 3, b + 2 + 2 = b + 1 := by decide
  -- pass to K = -iJ, whose relations are free of i
  obtain ⟨K, hK⟩ : ∃ K : Fin 3 → Matrix ι ι ℂ, ∀ b, K b = (-Complex.I) • J b :=
    ⟨_, fun _ => rfl⟩
  have i2 : (-Complex.I) * (-Complex.I) = -1 := by simp
  have t : ∀ b X, K b * X - X * K b = (-Complex.I) • (J b * X - X * J b) := by
    intro b X
    simp only [hK, Matrix.smul_mul, Matrix.mul_smul, smul_sub]
  have s0 : ∀ b, K b * V b - V b * K b = 0 := fun b => by rw [t, hV.same, smul_zero]
  have n1 : ∀ b, K b * V (b + 1) - V (b + 1) * K b = V (b + 2) := fun b => by
    rw [t, hV.next, smul_smul]; simp
  have p1 : ∀ b, K (b + 1) * V b - V b * K (b + 1) = -V (b + 2) := fun b => by
    rw [t, hV.prev, smul_neg, smul_smul]; simp
  have k1 : ∀ b, K b * K (b + 1) - K (b + 1) * K b = K (b + 2) := fun b => by
    simp only [hK, Matrix.smul_mul, Matrix.mul_smul, smul_smul, ← smul_sub, hJ.next]
    simp
  have k2 : ∀ b, K (b + 2) * K b - K b * K (b + 2) = K (b + 1) := fun b => by
    simpa only [e3, e4] using k1 (b + 2)
  have hQ : ∀ b, K b * K b + K (b + 1) * K (b + 1) + K (b + 2) * K (b + 2)
      = -scalarProd J J := fun b => by
    simp only [scalarProd, cyc b, hK, Matrix.smul_mul, Matrix.mul_smul, smul_smul]
    simp only [i2, neg_smul, one_smul]
    abel
  have hD : K a * (K a * V a + K (a + 1) * V (a + 1) + K (a + 2) * V (a + 2))
      = -(J a * scalarProd J V) := by
    simp only [scalarProd, cyc a, hK, Matrix.smul_mul, Matrix.mul_smul, Matrix.mul_add,
      smul_smul]
    simp only [i2, neg_smul, one_smul]
    abel
  -- J² commutes with the generators; its single commutator with V
  have c0 : ∀ b, scalarProd J J * K b - K b * scalarProd J J = 0 := fun b => by
    linear_combination (norm := noncomm_ring) hQ b * K b - K b * hQ b
      + K (b + 1) * k1 b + k1 b * K (b + 1) - K (b + 2) * k2 b - k2 b * K (b + 2)
  have c1 : ∀ b, scalarProd J J * V b - V b * scalarProd J J
      = -(2 * (K (b + 2) * V (b + 1) - K (b + 1) * V (b + 2)) + 2 * V b) := fun b => by
    have yw := n1 (b + 1)
    have zu := n1 (b + 2)
    have zv := p1 (b + 1)
    simp only [e1, e2, e3, e4] at yw zu zv
    linear_combination (norm := noncomm_ring) hQ b * V b - V b * hQ b
      - (K b * s0 b + s0 b * K b + K (b + 1) * p1 b + p1 b * K (b + 1)
        + K (b + 2) * zu + zu * K (b + 2) + yw - zv)
  have cv := c1 (a + 1)
  have cw := c1 (a + 2)
  simp only [e1, e2, e3, e4] at cv cw
  rw [c1 a]
  linear_combination (norm := noncomm_ring)
    -2 * (c0 (a + 2) * V (a + 1) + K (a + 2) * cv - c0 (a + 1) * V (a + 2) - K (a + 1) * cw)
      + 4 * (k2 a * V (a + 2)) - 4 * (k1 a * V (a + 1)) - 4 * (hQ a * V a) + 4 * hD

omit [DecidableEq ι] in
/-- A Hermitian operator acting to the left on an eigenstate gives its real eigenvalue. -/
theorem hermitian_left {H : Matrix ι ι ℂ} (hH : H.IsHermitian) {w : ι → ℂ} {r : ℝ}
    (hw : H *ᵥ w = (r : ℂ) • w) (x : ι → ℂ) :
    star w ⬝ᵥ (H *ᵥ x) = r * (star w ⬝ᵥ x) := by
  have h : star w ᵥ* H = (r : ℂ) • star w := by
    have h' := congrArg star hw
    rw [Matrix.star_mulVec, hH.eq, star_smul] at h'
    simpa using h'
  rw [Matrix.dotProduct_mulVec, h, smul_dotProduct, smul_eq_mul]

/-- Projection theorem: for a Hermitian angular momentum `J` and a vector operator `V`, between two
states of the same `j`, `j(j+1)⟨w, V_a v⟩ = ⟨w, J_a (J·V) v⟩`. -/
theorem projection_theorem {J V : Fin 3 → Matrix ι ι ℂ} (hH : ∀ a, (J a).IsHermitian)
    (hJ : IsVectorOperator J J) (hV : IsVectorOperator J V) {v w : ι → ℂ} {j : ℝ}
    (hv : scalarProd J J *ᵥ v = ((j * (j + 1) : ℝ) : ℂ) • v)
    (hw : scalarProd J J *ᵥ w = ((j * (j + 1) : ℝ) : ℂ) • w) (a : Fin 3) :
    ((j * (j + 1) : ℝ) : ℂ) * (star w ⬝ᵥ (V a *ᵥ v))
      = star w ⬝ᵥ ((J a * scalarProd J V) *ᵥ v) := by
  have hQ : (scalarProd J J).IsHermitian := by
    simp [Matrix.IsHermitian, scalarProd, Matrix.conjTranspose_sum, Matrix.conjTranspose_mul,
      fun a => (hH a).eq]
  -- J² may be replaced by its eigenvalue on either side
  have hL : ∀ X, star w ⬝ᵥ ((scalarProd J J * X) *ᵥ v)
      = ((j * (j + 1) : ℝ) : ℂ) * (star w ⬝ᵥ (X *ᵥ v)) := fun X => by
    rw [← Matrix.mulVec_mulVec, hermitian_left hQ hw]
  have hR : ∀ X, star w ⬝ᵥ ((X * scalarProd J J) *ᵥ v)
      = ((j * (j + 1) : ℝ) : ℂ) * (star w ⬝ᵥ (X *ᵥ v)) := fun X => by
    rw [← Matrix.mulVec_mulVec, hv, Matrix.mulVec_smul, dotProduct_smul, smul_eq_mul]
  have d := double_commutator hJ hV a
  rw [two_mul, show 4 * (J a * scalarProd J V) = J a * scalarProd J V + J a * scalarProd J V
    + (J a * scalarProd J V + J a * scalarProd J V) by noncomm_ring] at d
  have h := congrArg (fun X => star w ⬝ᵥ (X *ᵥ v)) d
  simp only [Matrix.add_mulVec, Matrix.sub_mulVec, dotProduct_add, dotProduct_sub, hL, hR] at h
  linear_combination (-1 / 4 : ℂ) * h

/-- A normalised state `v` with quantum numbers `j, M` of a Hermitian angular momentum `J`. -/
structure IsState (J : Fin 3 → Matrix ι ι ℂ) (v : ι → ℂ) (j M : ℝ) : Prop where
  herm : ∀ a, (J a).IsHermitian
  ang : IsVectorOperator J J
  total : scalarProd J J *ᵥ v = ((j * (j + 1) : ℝ) : ℂ) • v
  proj : J 2 *ᵥ v = (M : ℂ) • v
  norm : star v ⬝ᵥ v = 1

/-- If a vector operator `V` has `(J·V)v = κv` in a state with quantum numbers `j, M`, then
`j(j+1)⟨V_z⟩ = κM`. -/
theorem zeeman_expectation {J V : Fin 3 → Matrix ι ι ℂ} {v : ι → ℂ} {j M : ℝ} {κ : ℂ}
    (h : IsState J v j M) (hV : IsVectorOperator J V) (hκ : scalarProd J V *ᵥ v = κ • v) :
    ((j * (j + 1) : ℝ) : ℂ) * (star v ⬝ᵥ (V 2 *ᵥ v)) = κ * M := by
  rw [projection_theorem h.herm h.ang hV h.total h.total, ← Matrix.mulVec_mulVec,
    hermitian_left (h.herm 2) h.proj, hκ, dotProduct_smul, h.norm, smul_eq_mul, mul_one, mul_comm]

/-- The case (a) moment `(Λ + 2Σ) n` along the molecular axis `n`, in units of minus the Bohr
magneton, with `Λ = l`, `Σ = s`. -/
def axialMoment (l s : ℝ) (n : Fin 3 → Matrix ι ι ℂ) (a : Fin 3) : Matrix ι ι ℂ :=
  ((l : ℂ) + 2 * s) • n a

/-- In case (a), where `(J·n)v = (Λ+Σ)v`, the axial moment `μ` has
`j(j+1)⟨μ_z⟩ = (Λ+2Σ)(Λ+Σ)M`. -/
theorem case_a_zeeman {J n : Fin 3 → Matrix ι ι ℂ} {v : ι → ℂ} {j M l s : ℝ}
    (h : IsState J v j M) (hn : IsVectorOperator J n)
    (hΩ : scalarProd J n *ᵥ v = ((l : ℂ) + s) • v) :
    ((j * (j + 1) : ℝ) : ℂ) * (star v ⬝ᵥ (axialMoment l s n 2 *ᵥ v))
      = ((l : ℂ) + 2 * s) * (l + s) * M := by
  rw [axialMoment, Matrix.smul_mulVec, dotProduct_smul, smul_eq_mul]
  linear_combination ((l : ℂ) + 2 * s) * zeeman_expectation h hn hΩ

/-- For `j > 0` and `M ≠ 0`, the case (a) expectation value `⟨μ_z⟩` vanishes exactly when
`Λ + 2Σ = 0` or `Λ + Σ = 0`. -/
theorem case_a_zeeman_eq_zero_iff {J n : Fin 3 → Matrix ι ι ℂ} {v : ι → ℂ} {j M l s : ℝ}
    (h : IsState J v j M) (hn : IsVectorOperator J n)
    (hΩ : scalarProd J n *ᵥ v = ((l : ℂ) + s) • v) (hj : 0 < j) (hM : M ≠ 0) :
    star v ⬝ᵥ (axialMoment l s n 2 *ᵥ v) = 0 ↔ l + 2 * s = 0 ∨ l + s = 0 := by
  have h0 : ((j * (j + 1) : ℝ) : ℂ) ≠ 0 := Complex.ofReal_ne_zero.mpr (by positivity)
  have e := case_a_zeeman h hn hΩ
  constructor
  · intro hz
    rw [hz, mul_zero] at e
    have e' : (l + 2 * s) * (l + s) * M = 0 := by exact_mod_cast e.symm
    exact mul_eq_zero.mp ((mul_eq_zero.mp e').resolve_right hM)
  · intro hz
    have z : ((l : ℂ) + 2 * s) * (l + s) = 0 := by exact_mod_cast mul_eq_zero.mpr hz
    rw [z, zero_mul] at e
    exact (mul_eq_zero.mp e).resolve_left h0

/-- The spin one-half matrices. -/
def spinHalf : Fin 3 → Matrix (Fin 2) (Fin 2) ℂ :=
  ![!![0, 1 / 2; 1 / 2, 0], !![0, -(Complex.I / 2); Complex.I / 2, 0], !![1 / 2, 0; 0, -(1 / 2)]]

/-- A `j = M = 1/2` state with axis operator `(2/3)J` meets the case (a) hypotheses for
`Λ = 1`, `Σ = -1/2`. -/
theorem case_a_witness :
    IsState spinHalf ![1, 0] (1 / 2) (1 / 2) ∧
    IsVectorOperator spinHalf (fun a => (2 / 3 : ℂ) • spinHalf a) ∧
    scalarProd spinHalf (fun a => (2 / 3 : ℂ) • spinHalf a) *ᵥ ![1, 0]
      = (((1 : ℝ) : ℂ) + ((-1 / 2 : ℝ) : ℂ)) • ![1, 0] := by
  have hs : IsVectorOperator spinHalf spinHalf := by
    constructor <;> intro a <;> fin_cases a <;> ext i j <;> fin_cases i <;> fin_cases j <;>
      apply Complex.ext <;> simp [spinHalf] <;> norm_num
  have hq : ∀ a, spinHalf a * spinHalf a = (1 / 4 : ℂ) • 1 := by
    intro a
    fin_cases a <;> ext i j <;> fin_cases i <;> fin_cases j <;>
      apply Complex.ext <;> simp [spinHalf, Matrix.mul_apply, Fin.sum_univ_two] <;> norm_num
  have hJ : scalarProd spinHalf spinHalf = (3 / 4 : ℂ) • 1 := by
    simp only [scalarProd, Fin.sum_univ_three, hq]
    module
  have hn : scalarProd spinHalf (fun a => (2 / 3 : ℂ) • spinHalf a) = (1 / 2 : ℂ) • 1 := by
    simp only [scalarProd, Fin.sum_univ_three, Matrix.mul_smul, hq]
    module
  refine ⟨⟨fun a => ?_, hs, ?_, ?_, ?_⟩, ⟨fun a => ?_, fun a => ?_, fun a => ?_⟩, ?_⟩
  · unfold Matrix.IsHermitian
    fin_cases a <;> ext i j <;> fin_cases i <;> fin_cases j <;> simp [spinHalf, neg_div]
  · rw [hJ, Matrix.smul_mulVec, Matrix.one_mulVec]
    congr 1
    norm_num
  · ext i
    fin_cases i <;> simp [Matrix.mulVec, dotProduct, Fin.sum_univ_two, spinHalf]
  · simp [dotProduct, Fin.sum_univ_two]
  · simp only [Matrix.mul_smul, Matrix.smul_mul, ← smul_sub, hs.same, smul_zero]
  · simp only [Matrix.mul_smul, Matrix.smul_mul, ← smul_sub, hs.next,
      smul_comm (2 / 3 : ℂ) Complex.I]
  · simp only [Matrix.mul_smul, Matrix.smul_mul, ← smul_sub, hs.prev, smul_neg,
      smul_comm (2 / 3 : ℂ) Complex.I]
  · rw [hn, Matrix.smul_mulVec, Matrix.one_mulVec]
    congr 1
    norm_num

end

end MolecularZeemanProjection
```

```lean
#print axioms MolecularZeemanProjection.case_a_zeeman_eq_zero_iff
-- 'MolecularZeemanProjection.case_a_zeeman_eq_zero_iff' depends on axioms: [propext, Classical.choice, Quot.sound]
```

## Rotating molecules as matrices

The triple `J` is the total angular momentum with $\hbar=1$, and indices 0, 1, 2 are the space-fixed $x,y,z$. `IsVectorOperator J V` says $[J_a,V_b]=i\epsilon_{abc}V_c$; `IsVectorOperator J J` makes `J` an angular momentum. `scalarProd J V` is $J\cdot V$, and `star w ⬝ᵥ x` is $\langle w,x\rangle$. `IsState J v j M` collects Hermiticity of $J$, its commutation relations, $J^2v=j(j+1)v$, $J_zv=Mv$ and $\langle v,v\rangle=1$. $V$ need not be Hermitian.

In Hund's case (a), the electronic orbital and spin projections on the molecular axis $n$ are $\Lambda$ and $\Sigma$, here the real numbers `l` and `s`. `axialMoment` is $\mu=(\Lambda+2\Sigma)n$, the axial part of $L+2S$. The factor 2 is the spin $g$-factor, taken as exactly 2, and the parts of $L+2S$ perpendicular to the axis are left out. The condition $(J\cdot n)v=(\Lambda+\Sigma)v$ is assumed; it expresses that end-over-end rotation has no component along the axis. A parity state, which superposes $(\Lambda,\Sigma)$ and $(-\Lambda,-\Sigma)$, does not satisfy it when $\Lambda+\Sigma\ne0$.

The matrices are finite, so they describe a block of complete rotational multiplets. Mixing of levels by the field is absent.

## The double commutator

Put $K=-iJ$, so that $[K_a,V_b]=\epsilon_{abc}V_c$ and $J^2=-K_bK_b$, with repeated indices summed. Then $J^2$ commutes with every $K_a$, because $[K_bK_b,K_a]=\epsilon_{bac}(K_bK_c+K_cK_b)=0$. For $V$,

$$[J^2,V_a]=\epsilon_{abc}(K_bV_c+V_cK_b)=2(K\times V)_a-2V_a,$$

where $V_cK_b=K_bV_c-\epsilon_{bcd}V_d$ was used. Taking the commutator again gives

$$[J^2,[J^2,V_a]]=4(K\times(K\times V))_a-4(K\times V)_a-2[J^2,V_a].$$

Reordering $K_bK_a$ in the double cross product yields

$$(K\times(K\times V))_a=K_a(K\cdot V)+(K\times V)_a+J^2V_a.$$

The single cross products cancel, and $K_a(K\cdot V)=-J_a(J\cdot V)$, so

$$[J^2,[J^2,V_a]]=2(J^2V_a+V_aJ^2)-4J_a(J\cdot V).$$

In `double_commutator`, `c0` and `c1` are the two single commutators, and the last `linear_combination` assembles them, with `noncomm_ring` keeping the order of factors.

## From the identity to the Zeeman moment

Let $v,w$ both have $J^2$ eigenvalue $\lambda=j(j+1)$. `hermitian_left` lets a Hermitian operator act to the left, so the double commutator contributes $\lambda^2-2\lambda^2+\lambda^2=0$ between them. What remains is `projection_theorem`:

$$j(j+1)\langle w,V_av\rangle=\langle w,J_a(J\cdot V)v\rangle.$$

Here $J\cdot V$ stays inside the matrix element; no reduced matrix element is factored out.

Now set $w=v$ and $a=z$, and suppose $(J\cdot V)v=\kappa v$. Letting $J_z$ act to the left gives $j(j+1)\langle V_z\rangle=\kappa M$, which is `zeeman_expectation`. Applying it to $n$ and multiplying by $\Lambda+2\Sigma$ gives `case_a_zeeman`:

$$j(j+1)\langle\mu_z\rangle=(\Lambda+2\Sigma)(\Lambda+\Sigma)M.$$

For $j>0$ one may divide by $j(j+1)$. If also $M\ne0$, `case_a_zeeman_eq_zero_iff` says that $\langle\mu_z\rangle$ vanishes exactly when $\Lambda+2\Sigma=0$ or $\Lambda+\Sigma=0$. In the first case the axial moment itself is zero; in the second, it has no average along the field.

In this pure case (a) model, $\mu_BB\langle\mu_z\rangle$ is the first-order Zeeman shift in a field $B$ along $z$, with $\mu_B$ the Bohr magneton. The sign is positive because $\mu$ is in units of $-\mu_B$: the magnetic moment itself is $-\mu_B\mu$, and its energy in the field is minus its component along the field times $B$.

## Two $^2\Pi$ levels in numbers

For $^2\Pi_{1/2}$, $\Lambda=1$ and $\Sigma=-\tfrac12$, so $\Lambda+2\Sigma=0$. For $^2\Pi_{3/2}$, $\Sigma=+\tfrac12$, and with $j=M=\tfrac32$

$$\langle\mu_z\rangle=\frac{2\cdot\frac32\cdot\frac32}{\frac{15}{4}}=\frac65.$$

`case_a_witness` realises the $^2\Pi_{1/2}$ hypotheses with spin-half matrices and $n=\tfrac23J$: $J\cdot n=\tfrac23\cdot\tfrac34=\tfrac12=\Lambda+\Sigma$. This $n$ represents the axis only within a single $j=\tfrac12$ multiplet.

## Projections as operators

$\Lambda$ and $\Sigma$ could also be modelled as operators commuting with $J$. That would accommodate parity states, which superpose opposite signs of both projections: $J\cdot n$ changes sign between the two parts, but $(\Lambda+2\Sigma)(\Lambda+\Sigma)$ does not.
